# Closed form for the integrated inverse squared gap in two-level adiabatic search

For every real \(N>1\), the two-level search Hamiltonian

\[
H(s)=(1-s)(1-uu^{T})+s(1-ee^{T}),\qquad
u=\begin{pmatrix}1/\sqrt N\\ \sqrt{1-1/N}\end{pmatrix},\quad
e=\begin{pmatrix}1\\0\end{pmatrix},
\]

has an eigenvalue gap \(g(s)\) that satisfies

\[
g(s)^2=1-4s(1-s)\left(1-\frac1N\right),\qquad
\int_0^1\frac{ds}{g(s)^2}=\frac{N\arctan\sqrt{N-1}}{\sqrt{N-1}} .
\]

Here \(N\) is the number of items searched, \(e\) is the marked state, \(u\) is the uniform superposition, and \(s\) runs from 0 to 1. Divided by a rate \(\varepsilon>0\), the integral is the duration \(T\) of the schedule that obeys \(ds/dt=\varepsilon g(s)^2\). For \(N\ge2\),

\[
\frac{\pi}{4}\frac{\sqrt N}{\varepsilon}\le T\le \pi\frac{\sqrt N}{\varepsilon}.
\]

## Testing a schedule generated from computed gaps

A code for adiabatic evolution may compute gaps along a path, integrate \(1/g^2\) to get the run time, and invert the elapsed time to get \(s(t)\). For this one-parameter, two-level, closed-system model, both the run time and the schedule are known exactly, so each stage can be tested separately.

The test becomes harder as \(N\) grows. The integrand has height \(N\) at \(s=1/2\) and, for \(N\ge2\), falls to half of that at a distance \(1/(2\sqrt{N-1})\). Once \(N\) is large enough, a fixed uniform grid no longer resolves the peak. The trapezoidal rule then underestimates the integral if the number of intervals is odd, so that no node lies at the midpoint, and overestimates it if the number is even. Simpson's rule uses an even number of intervals, so it always has a node at the midpoint and overestimates. Near the midpoint, the first formula for \(g^2\) also subtracts two nearly equal numbers when \(N\) is large. The centred form derived below adds two non-negative terms and avoids that cancellation.

## From trace and determinant to the arctangent

Number the components from 0, so that \(u_0^2=1/N\) and \(u_1^2=1-1/N\). The matrix entries are

\[
H_{00}=(1-s)(1-u_0^2),\quad H_{01}=H_{10}=-(1-s)u_0u_1,\quad H_{11}=(1-s)(1-u_1^2)+s .
\]

Since \(u_0^2+u_1^2=1\), the trace is \((1-s)+s=1\). In the determinant,

\[
\det H=(1-s)^2u_1^2u_0^2+s(1-s)u_1^2-(1-s)^2u_0^2u_1^2
=s(1-s)\left(1-\frac1N\right).
\]

Let \(\lambda_0,\lambda_1\) be the eigenvalues. Then

\[
g^2=(\lambda_0-\lambda_1)^2=(\lambda_0+\lambda_1)^2-4\lambda_0\lambda_1
=1-4s(1-s)\left(1-\frac1N\right).
\]

Write \(r=\sqrt{N-1}\) and use \(4s(1-s)=1-(2s-1)^2\):

\[
g(s)^2=\frac{1+r^2(2s-1)^2}{N}>0 .
\]

The substitution \(y=r(2s-1)\), with \(ds=dy/(2r)\), gives the integral up to any point \(\sigma\):

\[
\int_0^\sigma\frac{ds}{g(s)^2}
=\frac{N}{2r}\int_{-r}^{r(2\sigma-1)}\frac{dy}{1+y^2}
=\frac{N}{2r}\left[\arctan\bigl(r(2\sigma-1)\bigr)+\arctan r\right].
\]

At \(\sigma=1\) the two arctangents are equal, which gives the stated value.

## The tangent-shaped schedule and its duration

The condition \(ds/dt=\varepsilon g^2\) makes the elapsed time equal to the last integral divided by \(\varepsilon\). Solving for \(s\) gives

\[
s(t)=\frac12+\frac{\tan\varphi(t)}{2r},\qquad
\varphi(t)=\frac{2\varepsilon r t}{N}-\arctan r .
\]

At \(t=0\) the phase is \(-\arctan r\), so \(s=0\). At \(t=T=N\arctan r/(\varepsilon r)\) it is \(+\arctan r\), so \(s=1\). In between, the phase stays inside \((-\pi/2,\pi/2)\) and the tangent is smooth. Differentiation confirms the speed:

\[
\frac{ds}{dt}=\frac{1+\tan^2\varphi}{2r}\,\frac{2\varepsilon r}{N}
=\varepsilon\,\frac{1+r^2(2s-1)^2}{N}=\varepsilon g(s)^2 .
\]

For \(N\ge2\) we have \(\pi/4\le\arctan r<\pi/2\) and \(r\le\sqrt N\le2r\). Hence \(\sqrt N\le N/r\le2\sqrt N\), and multiplying the two estimates gives the bounds on \(T\).

## Four items by hand

Take \(N=4\), so \(r=\sqrt3\) and \(\arctan r=\pi/3\). The integral is

\[
\frac{4\pi}{3\sqrt3}\approx2.418,
\]

which lies between the bounds \(\pi/2\approx1.571\) and \(2\pi\approx6.283\). Simpson's rule with the five nodes \(0,\tfrac14,\tfrac12,\tfrac34,1\) uses the values \(1,\tfrac{16}{7},4,\tfrac{16}{7},1\) and returns about 2.357.

After a quarter of the run the phase is \(-\pi/3+\pi/6=-\pi/6\). The schedule has then reached

\[
s=\frac12-\frac{1/\sqrt3}{2\sqrt3}=\frac13,
\]

where \(g^2=1/3\) and the speed is \(\varepsilon/3\).

## The Lean file

```lean
import Mathlib

open Matrix

namespace LocalAdiabaticSearch

noncomputable section

/-- The uniform superposition in the plane spanned by the marked state and the normalised sum of the
unmarked ones, for `N > 1`. -/
def uniformState (N : ℝ) : Fin 2 → ℝ := ![1 / √N, √(1 - 1 / N)]

/-- The marked state. -/
def markedState : Fin 2 → ℝ := ![1, 0]

/-- The interpolating search Hamiltonian `(1 - s)(1 - uuᵀ) + s(1 - eeᵀ)`. -/
def searchHamiltonian (N s : ℝ) : Matrix (Fin 2) (Fin 2) ℝ :=
  (1 - s) • (1 - vecMulVec (uniformState N) (uniformState N))
    + s • (1 - vecMulVec markedState markedState)

/-- The search Hamiltonian is Hermitian. -/
theorem searchHamiltonian_isHermitian (N s : ℝ) : (searchHamiltonian N s).IsHermitian := by
  apply Matrix.IsHermitian.ext
  intro i j
  fin_cases i <;> fin_cases j <;>
    simp [searchHamiltonian, markedState, vecMulVec_apply, mul_comm]

/-- The spectral gap: the distance between the two eigenvalues of the search Hamiltonian. -/
def gap (N s : ℝ) : ℝ :=
  |(searchHamiltonian_isHermitian N s).eigenvalues 0
    - (searchHamiltonian_isHermitian N s).eigenvalues 1|

/-- The squared gap along the interpolation path. -/
theorem gap_sq {N : ℝ} (hN : 1 ≤ N) (s : ℝ) :
    gap N s ^ 2 = 1 - 4 * s * (1 - s) * (1 - 1 / N) := by
  have hN0 : 0 < N := by linarith
  have h0 : uniformState N 0 * uniformState N 0 = 1 / N := by
    change 1 / √N * (1 / √N) = 1 / N
    rw [div_mul_div_comm, one_mul, Real.mul_self_sqrt hN0.le]
  have h1 : uniformState N 1 * uniformState N 1 = 1 - 1 / N :=
    Real.mul_self_sqrt (sub_nonneg.2 ((div_le_one hN0).2 hN))
  -- the matrix entries
  have e00 : searchHamiltonian N s 0 0
      = (1 - s) * (1 - uniformState N 0 * uniformState N 0) := by
    simp [searchHamiltonian, markedState, vecMulVec_apply]
  have e01 : searchHamiltonian N s 0 1
      = -((1 - s) * (uniformState N 0 * uniformState N 1)) := by
    simp [searchHamiltonian, markedState, vecMulVec_apply]
  have e10 : searchHamiltonian N s 1 0
      = -((1 - s) * (uniformState N 1 * uniformState N 0)) := by
    simp [searchHamiltonian, markedState, vecMulVec_apply]
  have e11 : searchHamiltonian N s 1 1
      = (1 - s) * (1 - uniformState N 1 * uniformState N 1) + s := by
    simp [searchHamiltonian, markedState, vecMulVec_apply]
  -- trace and determinant fix the sum and the product of the eigenvalues
  have hH := searchHamiltonian_isHermitian N s
  have ht := hH.trace_eq_sum_eigenvalues
  have hd := hH.det_eq_prod_eigenvalues
  simp only [Fin.sum_univ_two, Fin.prod_univ_two, RCLike.ofReal_real_eq_id, id_eq,
    Matrix.trace_fin_two, Matrix.det_fin_two] at ht hd
  rw [e00, e11] at ht
  rw [e00, e01, e10, e11] at hd
  have ht' : hH.eigenvalues 0 + hH.eigenvalues 1 = 1 := by
    linear_combination -ht - (1 - s) * h0 - (1 - s) * h1
  have hd' : hH.eigenvalues 0 * hH.eigenvalues 1 = s * (1 - s) * (1 - 1 / N) := by
    linear_combination -hd - (1 - s) ^ 2 * (h0 + h1) - s * (1 - s) * h0
  have hg : gap N s = |hH.eigenvalues 0 - hH.eigenvalues 1| := rfl
  rw [hg, sq_abs]
  linear_combination (hH.eigenvalues 0 + hH.eigenvalues 1 + 1) * ht' - 4 * hd'

/-- The squared gap as a parabola centred at the midpoint of the path. -/
theorem gap_sq_centred {N : ℝ} (hN : 1 < N) (s : ℝ) :
    gap N s ^ 2 = (1 + (√(N - 1) * (2 * s - 1)) ^ 2) / N := by
  have hN0 : N ≠ 0 := by linarith
  rw [gap_sq hN.le, mul_pow, Real.sq_sqrt (by linarith)]
  field_simp
  ring

/-- The inverse squared gap integrated from the start of the path to the point `σ`. -/
theorem integral_inv_gap_sq_to {N : ℝ} (hN : 1 < N) (σ : ℝ) :
    ∫ s in (0 : ℝ)..σ, 1 / gap N s ^ 2
      = N / (2 * √(N - 1)) * (Real.arctan (√(N - 1) * (2 * σ - 1)) + Real.arctan √(N - 1)) := by
  have hN0 : 0 < N := by linarith
  have hr : 0 < √(N - 1) := Real.sqrt_pos.2 (by linarith)
  -- an antiderivative
  have hderiv : ∀ s : ℝ, HasDerivAt
      (fun x : ℝ => N / (2 * √(N - 1)) * Real.arctan (√(N - 1) * (2 * x - 1)))
      (1 / gap N s ^ 2) s := by
    intro s
    have h1 : HasDerivAt (fun x : ℝ => √(N - 1) * (2 * x - 1)) (√(N - 1) * (2 * 1)) s :=
      (((hasDerivAt_id' s).const_mul 2).sub_const 1).const_mul _
    refine (h1.arctan.const_mul (N / (2 * √(N - 1)))).congr_deriv ?_
    rw [gap_sq_centred hN]
    generalize √(N - 1) * (2 * s - 1) = y
    have hy : 1 + y ^ 2 ≠ 0 := by positivity
    field_simp
  have hc : Continuous (fun s : ℝ => 1 / gap N s ^ 2) := by
    simp only [gap_sq_centred hN]
    exact Continuous.div continuous_const (by fun_prop) (fun s => by positivity)
  have key : ∫ s in (0 : ℝ)..σ, 1 / gap N s ^ 2
      = N / (2 * √(N - 1)) * Real.arctan (√(N - 1) * (2 * σ - 1))
        - N / (2 * √(N - 1)) * Real.arctan (√(N - 1) * (2 * 0 - 1)) :=
    intervalIntegral.integral_eq_sub_of_hasDerivAt (fun s _ => hderiv s)
      (hc.intervalIntegrable _ _)
  have hz : √(N - 1) * (2 * 0 - 1) = -√(N - 1) := by ring
  rw [key, hz, Real.arctan_neg]
  ring

/-- The inverse squared gap integrated over the whole path. -/
theorem integral_inv_gap_sq {N : ℝ} (hN : 1 < N) :
    ∫ s in (0 : ℝ)..1, 1 / gap N s ^ 2 = N * Real.arctan √(N - 1) / √(N - 1) := by
  have h1 : √(N - 1) * (2 * 1 - 1) = √(N - 1) := by ring
  rw [integral_inv_gap_sq_to hN, h1]
  ring

/-- The search time at adiabaticity rate `ε > 0`: the integrated inverse squared gap
divided by `ε`, for `N > 1`. -/
def searchTime (N ε : ℝ) : ℝ := (∫ s in (0 : ℝ)..1, 1 / gap N s ^ 2) / ε

/-- The local schedule `s(t)`, for `N > 1` and times between `0` and the search time. -/
def localSchedule (N ε t : ℝ) : ℝ :=
  1 / 2 + Real.tan (2 * ε * √(N - 1) * t / N - Real.arctan √(N - 1)) / (2 * √(N - 1))

/-- The local schedule runs from `0` to `1` in exactly the search time, and its speed is
at every moment `ε` times the squared gap. -/
theorem localSchedule_solves {N ε : ℝ} (hN : 1 < N) (hε : 0 < ε) :
    localSchedule N ε 0 = 0 ∧ localSchedule N ε (searchTime N ε) = 1 ∧
      ∀ t ∈ Set.Icc 0 (searchTime N ε),
        HasDerivAt (localSchedule N ε) (ε * gap N (localSchedule N ε t) ^ 2) t := by
  have hN0 : 0 < N := by linarith
  have hr : 0 < √(N - 1) := Real.sqrt_pos.2 (by linarith)
  have hT : 2 * ε * √(N - 1) * searchTime N ε / N = 2 * Real.arctan √(N - 1) := by
    rw [searchTime, integral_inv_gap_sq hN]
    generalize Real.arctan √(N - 1) = a
    field_simp
  refine ⟨?_, ?_, ?_⟩
  · rw [localSchedule, mul_zero, zero_div, zero_sub, Real.tan_neg, Real.tan_arctan]
    field_simp
    norm_num
  · have h2 : 2 * Real.arctan √(N - 1) - Real.arctan √(N - 1) = Real.arctan √(N - 1) := by
      ring
    rw [localSchedule, hT, h2, Real.tan_arctan]
    field_simp
    norm_num
  · rintro t ⟨ht0, ht1⟩
    -- the phase stays strictly between -π/2 and π/2
    have hlow : 0 ≤ 2 * ε * √(N - 1) * t / N := by positivity
    have hup : 2 * ε * √(N - 1) * t / N ≤ 2 * Real.arctan √(N - 1) := by
      rw [← hT]
      gcongr
    have ha := Real.arctan_lt_pi_div_two √(N - 1)
    have hcos : 0 < Real.cos (2 * ε * √(N - 1) * t / N - Real.arctan √(N - 1)) :=
      Real.cos_pos_of_mem_Ioo ⟨by linarith, by linarith⟩
    have h1 : HasDerivAt (fun x : ℝ => 2 * ε * √(N - 1) * x / N - Real.arctan √(N - 1))
        (2 * ε * √(N - 1) * 1 / N) t :=
      (((hasDerivAt_id' t).const_mul _).div_const N).sub_const _
    have h2 : HasDerivAt (localSchedule N ε)
        (1 / Real.cos (2 * ε * √(N - 1) * t / N - Real.arctan √(N - 1)) ^ 2
          * (2 * ε * √(N - 1) * 1 / N) / (2 * √(N - 1))) t :=
      ((HasDerivAt.comp t (by exact Real.hasDerivAt_tan hcos.ne') h1).div_const _).const_add _
    refine h2.congr_deriv ?_
    have hs : √(N - 1) * (2 * localSchedule N ε t - 1)
        = Real.tan (2 * ε * √(N - 1) * t / N - Real.arctan √(N - 1)) := by
      rw [localSchedule]
      generalize Real.tan (2 * ε * √(N - 1) * t / N - Real.arctan √(N - 1)) = y
      linear_combination y * mul_inv_cancel₀ hr.ne'
    rw [gap_sq_centred hN, hs, ← Real.inv_one_add_tan_sq hcos.ne']
    generalize Real.tan (2 * ε * √(N - 1) * t / N - Real.arctan √(N - 1)) = y
    have hy : 1 + y ^ 2 ≠ 0 := by positivity
    field_simp

/-- For `N ≥ 2` the search time is bounded below and above by multiples of `√N / ε`. -/
theorem searchTime_bounds {N ε : ℝ} (hN : 2 ≤ N) (hε : 0 < ε) :
    Real.pi / 4 * √N / ε ≤ searchTime N ε ∧ searchTime N ε ≤ Real.pi * √N / ε := by
  have hN0 : 0 < N := by linarith
  have hr : 0 < √(N - 1) := Real.sqrt_pos.2 (by linarith)
  have hq : √N * √N = N := Real.mul_self_sqrt hN0.le
  have hpi := Real.pi_pos
  have hrq : √(N - 1) ≤ √N := Real.sqrt_le_sqrt (by linarith)
  have hqr : √N ≤ 2 * √(N - 1) := by
    refine Real.sqrt_le_iff.2 ⟨by positivity, ?_⟩
    rw [mul_pow, Real.sq_sqrt (by linarith)]
    linarith
  have ha : Real.pi / 4 ≤ Real.arctan √(N - 1) := by
    rw [← Real.arctan_one]
    exact Real.arctan_strictMono.monotone (Real.le_sqrt_of_sq_le (by linarith))
  have hb := (Real.arctan_lt_pi_div_two √(N - 1)).le
  rw [searchTime, integral_inv_gap_sq (by linarith)]
  constructor
  · rw [div_le_div_iff_of_pos_right hε, le_div_iff₀ hr]
    calc Real.pi / 4 * √N * √(N - 1) ≤ Real.pi / 4 * √N * √N := by gcongr
      _ = N * (Real.pi / 4) := by linear_combination Real.pi / 4 * hq
      _ ≤ N * Real.arctan √(N - 1) := mul_le_mul_of_nonneg_left ha hN0.le
  · rw [div_le_div_iff_of_pos_right hε, div_le_iff₀ hr]
    calc N * Real.arctan √(N - 1) ≤ N * (Real.pi / 2) := mul_le_mul_of_nonneg_left hb hN0.le
      _ = Real.pi / 2 * √N * √N := by linear_combination -(Real.pi / 2) * hq
      _ ≤ Real.pi / 2 * √N * (2 * √(N - 1)) := mul_le_mul_of_nonneg_left hqr (by positivity)
      _ = Real.pi * √N * √(N - 1) := by ring

end

end LocalAdiabaticSearch
```

```lean
#print axioms LocalAdiabaticSearch.integral_inv_gap_sq
#print axioms LocalAdiabaticSearch.localSchedule_solves
#print axioms LocalAdiabaticSearch.searchTime_bounds
```

```
'LocalAdiabaticSearch.integral_inv_gap_sq' depends on axioms: [propext, Classical.choice, Quot.sound]
'LocalAdiabaticSearch.localSchedule_solves' depends on axioms: [propext, Classical.choice, Quot.sound]
'LocalAdiabaticSearch.searchTime_bounds' depends on axioms: [propext, Classical.choice, Quot.sound]
```

## How the Lean objects map to the search problem

`uniformState` and `markedState` are \(u\) and \(e\), with index 0 for the marked state and index 1 for the normalised sum of the unmarked ones. `vecMulVec` forms the outer product, so `searchHamiltonian` is \(H(s)\) as a real \(2\times2\) matrix. Energies are in units of the projectors' coefficient, and times are in the matching units with \(\hbar=1\).

`gap` is the absolute difference of the two eigenvalues that Mathlib assigns to a Hermitian matrix. The formula for its square is therefore a theorem, `gap_sq`, and holds for all real \(N\ge1\) and all real \(s\). The integral theorem `integral_inv_gap_sq` assumes \(N>1\) because its formula divides by \(\sqrt{N-1}\); at \(N=1\) the gap is simply 1 along the whole path. \(N\) is a real number throughout; an actual search uses its integer values.

`searchTime` is defined as the integral divided by `ε`. `localSchedule_solves` gives that definition its meaning as a duration: the explicit `localSchedule` starts at 0, equals 1 at the search time, and has the required derivative at every time in the closed interval between. `searchTime_bounds` contains the two square-root estimates.

## How the Lean proof follows the calculation

`searchHamiltonian_isHermitian` checks symmetry entry by entry, which makes the eigenvalues available. In `gap_sq`, the trace and determinant supply the sum and product of the eigenvalues, and `linear_combination` carries out the algebra that turns them into the squared difference. `gap_sq_centred` completes the square.

`integral_inv_gap_sq_to` differentiates the arctangent antiderivative, shows that the integrand is continuous, and applies the fundamental theorem of calculus. `integral_inv_gap_sq` sets \(\sigma=1\).

For the schedule, `hT` computes the total phase advance \(2\arctan r\). The bounds `hlow` and `hup` keep the cosine positive, so the tangent can be differentiated. The identity between \(1/\cos^2\varphi\) and \(1+\tan^2\varphi\) then turns the derivative into \(\varepsilon g^2\). The proof of `searchTime_bounds` combines the estimates for \(\arctan r\) and \(\sqrt N\) given above.

## A guaranteed duration, but no guaranteed fidelity

The theorems fix the gap, the integral, the schedule and the bounds in exact real arithmetic. They say nothing about rounding or time-step error in a program that evaluates them.

The rate \(\varepsilon\) is a postulated constant. It stands for how fast the Hamiltonian is changed relative to the squared gap, and a smaller value means a slower sweep. No Schrödinger equation appears in the file, so the probability of ending in the marked state at a given \(\varepsilon\) needs a separate adiabatic estimate or a simulation. The square-root bounds likewise concern this schedule at fixed \(\varepsilon\), and are no lower bound on search algorithms in general.

## The same search on \(N\) basis states

The model could also be set up on the full space of \(N\) basis states, with integer \(N\ge2\) and the gap taken between the two lowest levels. The \(N-2\) directions orthogonal to both \(u\) and \(e\) then have energy 1. The plane contributes \((1\pm g)/2\), neither of which exceeds 1, so the gap and the integral keep their values. A formal proof would need the reduction to the plane and an ordering of the levels as additional steps. In return, it would cover the matrix that a full-space code diagonalises.
